# The second-order Koopmans level errs by at most one sixth of the bound on the third derivative

Let $E(f)$ be the total energy as a function of the occupation $f$ of one spin orbital, which holds at most one electron, and let it be three times continuously differentiable, with $|E'''(f)|\le M$ for $0\le f\le 1$. Then

$$\left|\,[E(1)-E(0)]-\left[E'(1)-\tfrac12E''(1)\right]\right|\le \frac{M}{6}.$$

The first bracket is minus the energy needed to remove the electron from the orbital. The second is the linear-response Koopmans level, built only from the slope and the curvature at full occupation. The constant $M$ limits how fast the curvature, which is the rate at which the slope $E'(f)$ varies with the orbital's own occupation, can change while the orbital empties. For a strictly quadratic energy $M=0$ will do, and the level is exact.

For Koopmans-compliant corrections that take $E''(1)$ from linear response, this bounds the error of truncating at second order, within a model where the energy depends on a single occupation.

## Moving the reference occupation

Write $P(t,f)$ for the energy at occupation $f$ predicted to second order from data at a reference occupation $t$:

$$P(t,f)=E(t)+E'(t)(f-t)+\tfrac12E''(t)(f-t)^2.$$

Hold $f$ fixed and differentiate with respect to $t$. The product rule gives

$$\frac{\partial P}{\partial t}=E'(t)+\left[E''(t)(f-t)-E'(t)\right]+\left[\tfrac12E'''(t)(f-t)^2-E''(t)(f-t)\right]=\tfrac12E'''(t)(f-t)^2.$$

At $t=f$ the prediction is exact, $P(f,f)=E(f)$. The error of extrapolating from full occupation is therefore what $P$ accumulates as $t$ goes from $f$ to $1$.

Suppose that $m\le E'''\le M$ on $[f,1]$. For a constant $c$, set $G_c(t)=P(t,f)-\frac{c}{6}(t-f)^3$, so that

$$G_c'(t)=\tfrac12\left[E'''(t)-c\right](t-f)^2.$$

With $c=m$ this is never negative on $[f,1]$, so $G_m(f)\le G_m(1)$. With $c=M$ it is never positive, so $G_M(1)\le G_M(f)$. Since $G_c(f)=E(f)$ for either constant, the two inequalities read

$$\frac{m(1-f)^3}{6}\le P(1,f)-E(f)\le\frac{M(1-f)^3}{6}.$$

This covers the removal of any fraction $1-f$ of an electron. For the whole electron put $f=0$ and $m=-M$. Because $P(1,0)=E(1)-E'(1)+\frac12E''(1)$, the middle expression becomes

$$P(1,0)-E(0)=[E(1)-E(0)]-\left[E'(1)-\tfrac12E''(1)\right],$$

and it lies between $-M/6$ and $M/6$.

## When the correction beats the bare slope

Abbreviate $\Delta=E(1)-E(0)$, $K=E''(1)$ and $\lambda=E'(1)-K/2$. The error of the uncorrected slope is

$$\Delta-E'(1)=(\Delta-\lambda)-\tfrac12K.$$

If $|K|>2M/3$, its magnitude is at least $|K|/2-M/6$, which is greater than $M/3-M/6=M/6$. The error of $\lambda$ is at most $M/6$, so $\lambda$ is strictly closer to $\Delta$.

The level $\lambda$ is also the slope of a corrected energy, $E(f)+\frac12Kf(1-f)$. The added term vanishes at $f=0$ and $f=1$, so the energies of the empty and the full orbital are untouched. Its slope is $\frac12K(1-2f)$, which at $f=1$ equals $-K/2$.

## A quartic energy in numbers

Take $E(f)=-12f+3f^2+0.1f^4$, in electronvolts. Then

- $E'(f)=-12+6f+0.4f^3$, so $E'(1)=-5.6$;
- $E''(f)=6+1.2f^2$, so $E''(1)=7.2$;
- $E'''(f)=2.4f$, so $M=2.4$ serves on $[0,1]$.

The energy difference is $\Delta=-8.9$ and the Koopmans level is $\lambda=-5.6-3.6=-9.2$. The error is $0.3$ eV, within the bound $M/6=0.4$ eV. The bare slope misses by $3.3$ eV, and the condition for improvement holds comfortably, since $2M/3=1.6<7.2$.

The sign of the half-curvature deserves care. The expression $E'(1)+\frac12E''(1)$ is the second-order estimate of $E(2)-E(1)$, a formal step forward from $f=1$ to an occupation that the orbital can't hold, whereas ionisation is a step back. In this example the wrong sign gives $-2.0$ eV, which is worse than no correction at all.

## The energy curve and its levels in Lean

```lean
import Mathlib

open Set

namespace KoopmansLinearResponse

noncomputable section
```

The energy is a function `E : ℝ → ℝ`. Its slope is `deriv E`, and its higher derivatives are `iteratedDeriv 2 E` and `iteratedDeriv 3 E`. The first definition is $P(t,f)$, with the reference occupation as the first numerical argument.

```lean
/-- The energy at occupation `f` predicted to second order from the energy, its slope and its
curvature at the reference occupation `t`. -/
def extrapolatedEnergy (E : ℝ → ℝ) (t f : ℝ) : ℝ :=
  E t + deriv E t * (f - t) + iteratedDeriv 2 E t / 2 * (f - t) ^ 2
```

The next definition is $\lambda$. It has the sign of an orbital energy, so the predicted ionisation energy is `-koopmansLevel E`.

```lean
/-- The second-order linear-response Koopmans level: the slope of the energy at full occupation
minus half its curvature there. -/
def koopmansLevel (E : ℝ → ℝ) : ℝ :=
  deriv E 1 - iteratedDeriv 2 E 1 / 2
```

The corrected energy uses the curvature at $f=1$ as a fixed coefficient, whatever the value of `f`.

```lean
/-- The energy with the quadratic Koopmans correction `E''(1) f (1 - f) / 2` added. -/
def correctedEnergy (E : ℝ → ℝ) (f : ℝ) : ℝ :=
  E f + iteratedDeriv 2 E 1 / 2 * (f * (1 - f))
```

The last definition is a test energy whose third derivative is constant.

```lean
/-- The model energy `M f³ / 6`, cubic in the occupation. -/
def cubicEnergy (M : ℝ) (f : ℝ) : ℝ :=
  M / 6 * f ^ 3
```

Nothing here refers to a density functional, to orbitals or to a response calculation. The curve $E$ is given, and so is its exact curvature at full occupation. Whether the other orbitals are frozen or relaxed as $f$ changes is settled by the choice of $E$; the theorems apply to either curve, each with its own $M$. They compare the level with the energy difference of that same curve, not with a measured ionisation energy.

## The rate of change of the extrapolated energy

The hypothesis `ContDiff ℝ 3 E` says that $E$ is three times continuously differentiable on the whole real line. Physical occupations fill only $[0,1]$, so this presumes a smooth continuation past the ends, and in particular no kink at $f=1$. The exact energy as a function of electron number generally does have kinks at integers; there, $E$ should be read as the branch below full occupation, continued smoothly. Smoothness can also fail at the empty end: for a single electron in a frozen orbital, the local-density exchange energy is proportional to $f^{4/3}$, so $E'''$ is unbounded near $f=0$ and no finite $M$ serves on $[0,1]$.

```lean
/-- When the reference occupation `t` is moved, the energy extrapolated to `f` changes at the
rate `E'''(t) (f - t)² / 2`. -/
theorem hasDerivAt_extrapolatedEnergy {E : ℝ → ℝ} (hE : ContDiff ℝ 3 E) (f t : ℝ) :
    HasDerivAt (fun s => extrapolatedEnergy E s f)
      (iteratedDeriv 3 E t / 2 * (f - t) ^ 2) t := by
  -- each derivative of the energy up to the second is itself differentiable
  have h : ∀ k : ℕ, k < 3 →
      HasDerivAt (iteratedDeriv k E) (iteratedDeriv (k + 1) E t) t := by
    intro k hk
    rw [iteratedDeriv_succ]
    refine (hE.differentiable_iteratedDeriv k ?_ t).hasDerivAt
    exact_mod_cast hk
  have h0 : HasDerivAt E (deriv E t) t :=
    (hE.differentiable (by norm_num) t).hasDerivAt
  have h1 : HasDerivAt (deriv E) (iteratedDeriv 2 E t) t := by
    have h1' := h 1 (by norm_num)
    rw [iteratedDeriv_one] at h1'
    exact h1'
  have h2 : HasDerivAt (iteratedDeriv 2 E) (iteratedDeriv 3 E t) t := h 2 (by norm_num)
  have hl : HasDerivAt (fun s : ℝ => f - s) (-1) t := (hasDerivAt_id' t).const_sub f
  have hs' : HasDerivAt (fun s : ℝ => (f - s) * (f - s)) (-2 * (f - t)) t :=
    (hl.fun_mul hl).congr_deriv (by ring)
  have hs : HasDerivAt (fun s : ℝ => (f - s) ^ 2) (-2 * (f - t)) t := by
    simpa only [pow_two] using hs'
  -- the lower-order terms cancel in the product rule
  exact ((h0.fun_add (h1.fun_mul hl)).fun_add
    ((h2.div_const 2).fun_mul hs)).congr_deriv (by ring)
```

The auxiliary fact `h` states that each derivative of order below three is itself differentiable, with the next one as its derivative. From it come `h1` and `h2`, the derivatives of $E'$ and $E''$; `h0` does the same for $E$. The facts `hl` and `hs` differentiate $f-t$ and $(f-t)^2$ with respect to $t$. The final expression assembles these by the sum and product rules, and `ring` carries out the cancellation that leaves $\frac12E'''(t)(f-t)^2$.

## Bounds for removing part of an electron

The hypothesis `hb` places $E'''$ between `m` and `M` on the closed interval `Icc f 1`. The theorem asks only for `f ≤ 1`; at `f = 1` nothing is removed and both bounds are zero.

```lean
/-- If the third derivative of the energy lies between `m` and `M` on `[f, 1]`, the energy
extrapolated from full occupation to `f` exceeds the true one by an amount between
`m (1 - f)³ / 6` and `M (1 - f)³ / 6`. -/
theorem extrapolation_error_bounds {E : ℝ → ℝ} (hE : ContDiff ℝ 3 E) {f m M : ℝ} (hf : f ≤ 1)
    (hb : ∀ t ∈ Icc f 1, m ≤ iteratedDeriv 3 E t ∧ iteratedDeriv 3 E t ≤ M) :
    m * (1 - f) ^ 3 / 6 ≤ extrapolatedEnergy E 1 f - E f ∧
      extrapolatedEnergy E 1 f - E f ≤ M * (1 - f) ^ 3 / 6 := by
  -- compare the extrapolated energy with a cubic in the reference occupation
  have key : ∀ c t : ℝ, HasDerivAt
      (fun s => extrapolatedEnergy E s f - c / 6 * ((s - f) * (s - f) * (s - f)))
      ((iteratedDeriv 3 E t - c) / 2 * (f - t) ^ 2) t := by
    intro c t
    have hl : HasDerivAt (fun s : ℝ => s - f) 1 t := (hasDerivAt_id' t).sub_const f
    exact ((hasDerivAt_extrapolatedEnergy hE f t).fun_sub
      (((hl.fun_mul hl).fun_mul hl).const_mul (c / 6))).congr_deriv (by ring)
  have lo : MonotoneOn
      (fun s => extrapolatedEnergy E s f - m / 6 * ((s - f) * (s - f) * (s - f)))
      (Icc f 1) := by
    refine monotoneOn_of_deriv_nonneg (convex_Icc f 1)
      (fun t _ => (key m t).continuousAt.continuousWithinAt)
      (fun t _ => (key m t).differentiableAt.differentiableWithinAt) (fun t ht => ?_)
    rw [(key m t).deriv]
    have h := (hb t (interior_subset ht)).1
    exact mul_nonneg (by linarith) (sq_nonneg _)
  have hi : AntitoneOn
      (fun s => extrapolatedEnergy E s f - M / 6 * ((s - f) * (s - f) * (s - f)))
      (Icc f 1) := by
    refine antitoneOn_of_deriv_nonpos (convex_Icc f 1)
      (fun t _ => (key M t).continuousAt.continuousWithinAt)
      (fun t _ => (key M t).differentiableAt.differentiableWithinAt) (fun t ht => ?_)
    rw [(key M t).deriv]
    have h := (hb t (interior_subset ht)).2
    exact mul_nonpos_of_nonpos_of_nonneg (by linarith) (sq_nonneg _)
  -- evaluate at the two ends of the interval
  have a := lo (left_mem_Icc.2 hf) (right_mem_Icc.2 hf) hf
  have b := hi (left_mem_Icc.2 hf) (right_mem_Icc.2 hf) hf
  simp only [extrapolatedEnergy] at a b ⊢
  constructor
  · linear_combination a
  · linear_combination b
```

Here `key` is the derivative of $G_c$ for an arbitrary constant `c`. The statements `lo` and `hi` say that $G_m$ is nondecreasing and $G_M$ nonincreasing on $[f,1]$; each follows from the sign of the derivative, a product of $E'''-c$ and a square. Comparing the two ends of the interval gives `a` and `b`, and `linear_combination` rearranges them into the stated bounds. No integral is needed.

Keeping `m` and `M` separate retains information about sign. If $E'''\ge0$ on $[0,1]$, the choice `m = 0` shows that $\lambda$ does not lie above $\Delta$, as in the quartic example.

## The bound for a whole electron

```lean
/-- If `|E'''| ≤ M` for occupations in `[0, 1]`, the energy difference `E(1) - E(0)` differs from
the linear-response Koopmans level `E'(1) - E''(1)/2` by at most `M / 6`. -/
theorem koopmansLevel_error {E : ℝ → ℝ} (hE : ContDiff ℝ 3 E) {M : ℝ}
    (hM : ∀ t ∈ Icc (0 : ℝ) 1, |iteratedDeriv 3 E t| ≤ M) :
    |(E 1 - E 0) - koopmansLevel E| ≤ M / 6 := by
  have h := extrapolation_error_bounds hE (f := 0) (m := -M) (M := M) zero_le_one
    (fun t ht => abs_le.1 (hM t ht))
  simp only [extrapolatedEnergy] at h
  rw [abs_le, koopmansLevel]
  constructor
  · linear_combination h.1
  · linear_combination h.2
```

The proof sets `f = 0` and `m = -M` in the previous theorem. The lemma `abs_le` is used twice: to turn $|E'''|\le M$ into the two-sided hypothesis, and to split the goal into a lower and an upper bound. Each then follows by algebra from the corresponding half of `h`.

The number `M` is an input. A suitable one exists for every such $E$, because a continuous $E'''$ is bounded on $[0,1]$, but its size has to come from knowledge of the energy curve.

## The level as a slope

```lean
/-- The corrected energy agrees with the original one for the empty and the full orbital, and its
slope at full occupation is the linear-response Koopmans level. -/
theorem correctedEnergy_slope {E : ℝ → ℝ} (hE : DifferentiableAt ℝ E 1) :
    correctedEnergy E 0 = E 0 ∧ correctedEnergy E 1 = E 1 ∧
      HasDerivAt (correctedEnergy E) (koopmansLevel E) 1 := by
  refine ⟨by simp [correctedEnergy], by simp [correctedEnergy], ?_⟩
  have hl : HasDerivAt (fun s : ℝ => s * (1 - s)) (-1) 1 :=
    ((hasDerivAt_id' (1 : ℝ)).fun_mul
      ((hasDerivAt_id' (1 : ℝ)).const_sub 1)).congr_deriv (by norm_num)
  exact (hE.hasDerivAt.fun_add (hl.const_mul (iteratedDeriv 2 E 1 / 2))).congr_deriv
    (by rw [koopmansLevel]; ring)
```

The three conclusions are the two unchanged end values and the slope at full occupation. The end values follow by simplification. For the slope, `hl` records that $f(1-f)$ has derivative $-1$ at $f=1$; multiplying by $E''(1)/2$ and adding $E'(1)$ gives `koopmansLevel E`. Differentiability of $E$ at $1$ is enough, since the curvature enters only as a constant factor.

The theorem fixes the slope at $f=1$ alone. Full Koopmans compliance would require the corrected energy to be linear in $f$ throughout $[0,1]$, which a quadratic term achieves only when $E$ is itself a polynomial of degree at most two there.

## A cubic energy that attains the bound

For $E(f)=Mf^3/6$ the derivatives are $E'(f)=Mf^2/2$, $E''(f)=Mf$ and $E'''(f)=M$. Hence $\lambda=M/2-M/2=0$, while $E(1)-E(0)=M/6$. The whole energy difference is error, and the factor $1/6$ in the bound can't be made smaller. For $M>0$ this test curve describes an unbound electron, since $E(1)>E(0)$; adding a term $-If$ with a constant $I>M/6$ binds it and leaves the error unchanged.

```lean
/-- The cubic energy `M f³ / 6` has third derivative `M` everywhere, and its linear-response
Koopmans level is in error by exactly `M / 6`. -/
theorem koopmansLevel_error_sharp {M : ℝ} (hM : 0 ≤ M) :
    ContDiff ℝ 3 (cubicEnergy M) ∧ (∀ t, iteratedDeriv 3 (cubicEnergy M) t = M) ∧
      |(cubicEnergy M 1 - cubicEnergy M 0) - koopmansLevel (cubicEnergy M)| = M / 6 := by
  -- the three successive derivatives
  have d1 : deriv (cubicEnergy M) = fun f => M / 2 * f ^ 2 := by
    funext t
    have h : HasDerivAt (cubicEnergy M) (M / 2 * t ^ 2) t :=
      ((hasDerivAt_pow 3 t).const_mul (M / 6)).congr_deriv (by ring)
    exact h.deriv
  have d2 : deriv (fun f : ℝ => M / 2 * f ^ 2) = fun f => M * f := by
    funext t
    have h : HasDerivAt (fun f : ℝ => M / 2 * f ^ 2) (M * t) t :=
      ((hasDerivAt_pow 2 t).const_mul (M / 2)).congr_deriv (by ring)
    exact h.deriv
  have d3 : deriv (fun f : ℝ => M * f) = fun _ => M := by
    funext t
    have h : HasDerivAt (fun f : ℝ => M * f) M t :=
      ((hasDerivAt_id' t).const_mul M).congr_deriv (by ring)
    exact h.deriv
  have i2 : iteratedDeriv 2 (cubicEnergy M) = fun f => M * f := by
    show iteratedDeriv (1 + 1) (cubicEnergy M) = _
    rw [iteratedDeriv_succ, iteratedDeriv_one, d1, d2]
  have i3 : iteratedDeriv 3 (cubicEnergy M) = fun _ => M := by
    show iteratedDeriv (2 + 1) (cubicEnergy M) = _
    rw [iteratedDeriv_succ, i2, d3]
  refine ⟨by unfold cubicEnergy; fun_prop, fun t => by rw [i3], ?_⟩
  have e : (cubicEnergy M 1 - cubicEnergy M 0) - koopmansLevel (cubicEnergy M) = M / 6 := by
    simp only [koopmansLevel, d1, i2]
    simp only [cubicEnergy]
    ring
  rw [e, abs_of_nonneg (by positivity)]
```

The facts `d1`, `d2` and `d3` are the three successive derivatives, and `i2` and `i3` restate the results as iterated derivatives. The equality `e` evaluates the signed error. The assumption `0 ≤ M` then lets the absolute value be removed; it costs nothing, since a bound on $|E'''|$ is never negative.

## The curvature condition for improvement

The last theorem adds the hypothesis `hK`, which is $|K|>2M/3$. It is a sufficient condition: when it fails, the theorem leaves open which of the two estimates is better.

The proof first bounds the error of the level by $M/6$, so it remains to show that the bare slope errs by more than that. The split on `lt_abs.1 hK` separates the two signs of the curvature. For $K>2M/3$ the upper bound $\Delta-\lambda\le M/6$ gives $\Delta-E'(1)<-M/6$, so the slope lies too high. For $K<-2M/3$ the lower bound gives $\Delta-E'(1)>M/6$, so it lies too low. In each case `linarith` does the arithmetic.

```lean
/-- If `|E'''| ≤ M` on `[0, 1]` and the curvature at full occupation exceeds `2M/3` in magnitude,
the linear-response Koopmans level is strictly closer to `E(1) - E(0)` than the bare slope
`E'(1)`. -/
theorem koopmansLevel_improves {E : ℝ → ℝ} (hE : ContDiff ℝ 3 E) {M : ℝ}
    (hM : ∀ t ∈ Icc (0 : ℝ) 1, |iteratedDeriv 3 E t| ≤ M)
    (hK : 2 * M / 3 < |iteratedDeriv 2 E 1|) :
    |(E 1 - E 0) - koopmansLevel E| < |(E 1 - E 0) - deriv E 1| := by
  have h := koopmansLevel_error hE hM
  have h' := abs_le.1 h
  rw [koopmansLevel] at h'
  -- the bare slope is off by more than `M / 6`, on the side set by the sign of the curvature
  refine lt_of_le_of_lt h (lt_abs.2 ?_)
  rcases lt_abs.1 hK with hp | hn
  · right
    linarith [h'.2]
  · left
    linarith [h'.1]

end

end KoopmansLinearResponse
```

```lean
#print axioms KoopmansLinearResponse.correctedEnergy_slope
-- 'KoopmansLinearResponse.correctedEnergy_slope' depends on axioms: [propext, Classical.choice, Quot.sound]
#print axioms KoopmansLinearResponse.koopmansLevel_error_sharp
-- 'KoopmansLinearResponse.koopmansLevel_error_sharp' depends on axioms: [propext, Classical.choice, Quot.sound]
#print axioms KoopmansLinearResponse.koopmansLevel_improves
-- 'KoopmansLinearResponse.koopmansLevel_improves' depends on axioms: [propext, Classical.choice, Quot.sound]
```
